# Second-order Fröhlich shift of the bottom of a parabolic band: −αw with the phonon energy in the denominator, divergent without it

An electron at rest at the bottom of a band in a polar crystal can emit a virtual optical phonon of momentum q and reabsorb it. While the phonon exists, the electron recoils with kinetic energy q²/(2m), where m is the band mass and ħ = 1. The intermediate state therefore costs w + q²/(2m), where w is the phonon energy. In second order these processes lower the electron's energy.

Take m = 1/2 and w = 1, and let c > 0 measure the coupling strength. In three dimensions the square of the long-range coupling goes as 1/q² and the number of momenta near q as q². The two factors cancel, and the energy lowering is

∫₀^∞ c/(π(1 + q²)) dq = (c/π)(π/2) = c/2.

The 1 in the denominator is the phonon energy. If it is dropped, which is what "adiabatic" means here and in second-order calculations of band shifts, the momenta between d and Q contribute

∫_d^Q c/(πq²) dq = (c/π)(1/d − 1/Q),

and this grows without bound as d → 0. The general case needs only the constants restored.

## Coupling, measure and energy denominator

```lean
import Mathlib

open Filter Topology MeasureTheory
open scoped Real

namespace FrohlichPolaronShift

noncomputable section
```

All quantities below are real numbers. The optical phonon has the same energy w at every momentum.

```lean
/-- Squared Fröhlich coupling `|g|² = 2π w c / q²` at phonon momentum `q ≠ 0`. -/
def couplingSq (w c q : ℝ) : ℝ := 2 * π * w * c / q ^ 2
```

A `def` introduces a function; this one takes w, c and q and returns

|g|² = 2πwc/q².

In Gaussian units c stands for e²(1/ε∞ − 1/ε₀), where e is the electron charge and ε∞ and ε₀ are the high-frequency and static dielectric constants. It measures how strongly the ions add to the screening of a charge, and it is not the speed of light. The crystal volume has been absorbed into the momentum integral.

```lean
/-- Radial weight `q² / (2π²)` of the momentum integral in three dimensions. -/
def radialWeight (q : ℝ) : ℝ := q ^ 2 / (2 * π ^ 2)
```

This is the angular part of d³q/(2π)³ already carried out: 4πq²/(8π³) = q²/(2π²).

```lean
/-- Contribution, per unit momentum, of phonons of momentum `q > 0` to the second-order energy
lowering, with phonon energy `Ω ≥ 0` in the denominator and band mass `m > 0`. The choice `Ω = w` is
the dynamical theory, `Ω = 0` the adiabatic one. -/
def shiftDensity (m w c Ω q : ℝ) : ℝ :=
  couplingSq w c q * radialWeight q / (Ω + q ^ 2 / (2 * m))
```

The density is

|g|² · q²/(2π²) / (Ω + q²/(2m)).

Here Ω is an energy, not a volume. It is a separate argument so that one definition serves both theories: `shiftDensity m w c w` has Ω = w, and `shiftDensity m w c 0` has Ω = 0. In the second case the w inside the coupling stays; only the one in the denominator goes.

The density counts the energy lowering as positive, so the shift is minus its integral. That this integral represents an electron in a real crystal is the physical input: it takes second-order perturbation theory for a single parabolic band at zero temperature, and the theorems start from the resulting integral. Integrating over all q > 0 also continues the parabola and the 1/q² law of the squared coupling beyond the Brillouin zone of the crystal.

```lean
/-- Fröhlich coupling constant `α = c √(m / (2w))`, for `w > 0`. -/
def alpha (m w c : ℝ) : ℝ := c * Real.sqrt (m / (2 * w))
```

This is the usual dimensionless coupling constant, α = c√(m/(2w)).

```lean
/-- Momentum `k = √(2mw)` at which the kinetic energy equals the phonon energy, for
`m, w > 0`. -/
def phononMomentum (m w : ℝ) : ℝ := Real.sqrt (2 * m * w)
```

Despite its name, `phononMomentum` is not the variable q. It is the fixed momentum k = √(2mw) at which the recoil energy k²/(2m) equals w. The letter k is not the electron's wavevector here.

```lean
/-- The function `(2αw/π) arctan (q/k)` of the momentum `q`, for `m, w > 0`. -/
def arctanProfile (m w c q : ℝ) : ℝ :=
  2 * alpha m w c * w / π * Real.arctan (q / phononMomentum m w)
```

This function of q, (2αw/π) arctan(q/k), will turn out to be an antiderivative of the dynamical density.

## The powers of q cancel

```lean
/-- For `m > 0`, `Ω ≥ 0` and `q ≠ 0` the measure cancels the `1/q²` of the squared coupling, and the
density is `2mwc / (π (2mΩ + q²))`. -/
theorem shiftDensity_eq {m Ω q : ℝ} (w c : ℝ) (hm : 0 < m) (hΩ : 0 ≤ Ω) (hq : q ≠ 0) :
    shiftDensity m w c Ω q = 2 * m * w * c / (π * (2 * m * Ω + q ^ 2)) := by
  have hπ := Real.pi_ne_zero
  have hs : 2 * m * Ω + q ^ 2 ≠ 0 := by positivity
  have e : Ω + q ^ 2 / (2 * m) = (2 * m * Ω + q ^ 2) / (2 * m) := by
    field_simp
  unfold shiftDensity couplingSq radialWeight
  rw [e]
  field_simp
```

In a `theorem`, the named assumptions come before the colon and the claim after it. Here `hm` says m > 0, `hΩ` says Ω ≥ 0 and `hq` says q ≠ 0. By hand, the numerator is

(2πwc/q²) · q²/(2π²) = wc/π,

and the denominator is

Ω + q²/(2m) = (2mΩ + q²)/(2m).

Their quotient is

2mwc/(π(2mΩ + q²)).

The proof follows the same order. The step `e` puts the denominator over 2m, `unfold` inserts the definitions, and `field_simp` cancels the common factors, using the fact `hs` that 2mΩ + q² is not zero.

```lean
/-- For `m, w > 0` the coupling constant is `α = c k / (2w)` with `k = √(2mw)`. -/
theorem alpha_eq {m w : ℝ} (c : ℝ) (hm : 0 < m) (hw : 0 < w) :
    alpha m w c = c * phononMomentum m w / (2 * w) := by
  have e : m / (2 * w) = (2 * m * w) / (2 * w) ^ 2 := by
    rw [div_eq_div_iff (by positivity) (by positivity)]
    ring
  unfold alpha phononMomentum
  rw [e, Real.sqrt_div (by positivity), Real.sqrt_sq (by positivity), mul_div_assoc]
```

To express α through k, extend the fraction under the root:

m/(2w) = 2mw/(2w)², so √(m/(2w)) = k/(2w) and α = ck/(2w).

The step `e` is the first equality. The rewriting after it takes the root of numerator and denominator separately, which is allowed because m and w are positive.

## The dynamical shift

```lean
/-- For `m, w, q > 0` the dynamical density is the momentum derivative of
`(2αw/π) arctan (q/k)`. -/
theorem hasDerivAt_arctanProfile {m w q : ℝ} (c : ℝ) (hm : 0 < m) (hw : 0 < w)
    (hq : 0 < q) :
    HasDerivAt (arctanProfile m w c) (shiftDensity m w c w q) q := by
  have hπ := Real.pi_ne_zero
  have hk : 0 < phononMomentum m w := Real.sqrt_pos.mpr (by positivity)
  have hk2 : phononMomentum m w ^ 2 = 2 * m * w := Real.sq_sqrt (by positivity)
  have h := (((hasDerivAt_id' q).div_const (phononMomentum m w)).arctan).const_mul
    (2 * alpha m w c * w / π)
  refine HasDerivAt.congr_deriv h ?_
  -- express everything through the momentum k
  rw [shiftDensity_eq w c hm hw.le hq.ne', alpha_eq c hm hw, ← hk2]
  generalize phononMomentum m w = k at hk
  have hs : k ^ 2 + q ^ 2 ≠ 0 := by positivity
  have e : 1 + (q / k) ^ 2 = (k ^ 2 + q ^ 2) / k ^ 2 := by
    field_simp
  rw [e]
  field_simp
```

`HasDerivAt f f' q` says that the function f has derivative f' at the point q. By hand, the chain rule gives

d/dq [(2αw/π) arctan(q/k)] = (2αw/π) · (1/k)/(1 + q²/k²) = (2αw/π) · k/(k² + q²).

Since 2αw = ck and k² = 2mw, this equals

ck²/(π(k² + q²)) = 2mwc/(π(2mw + q²)),

which is the density with Ω = w.

In the proof, `h` is the chain rule, and `congr_deriv` leaves the task of showing that two expressions for the derivative agree. The rewriting brings in the two preceding theorems and replaces 2mw by k². After `generalize`, k is simply a positive number, and what remains is algebra.

```lean
/-- For `m, w, c > 0` the dynamical second-order integral over all `q > 0` converges, and the
energy shift is `-α w`. -/
theorem polaron_shift {m w c : ℝ} (hm : 0 < m) (hw : 0 < w) (hc : 0 < c) :
    IntegrableOn (shiftDensity m w c w) (Set.Ioi 0) ∧
      -∫ q in Set.Ioi (0 : ℝ), shiftDensity m w c w q = -(alpha m w c * w) := by
  have hπ := Real.pi_ne_zero
  have hk : 0 < phononMomentum m w := Real.sqrt_pos.mpr (by positivity)
  have hcont : Continuous (arctanProfile m w c) :=
    continuous_const.mul (Real.continuous_arctan.comp (continuous_id.div_const _))
  have hderiv : ∀ q ∈ Set.Ioi (0 : ℝ),
      HasDerivAt (arctanProfile m w c) (shiftDensity m w c w q) q :=
    fun q hq => hasDerivAt_arctanProfile c hm hw hq
  have hnn : ∀ q ∈ Set.Ioi (0 : ℝ), 0 ≤ shiftDensity m w c w q := by
    intro q _
    unfold shiftDensity couplingSq radialWeight
    positivity
  -- the arctangent saturates at π/2 for large momentum
  have hlim : Tendsto (arctanProfile m w c) atTop
      (𝓝 (2 * alpha m w c * w / π * (π / 2))) :=
    ((Real.tendsto_arctan_atTop.mono_right nhdsWithin_le_nhds).comp
      (tendsto_id.atTop_div_const hk)).const_mul _
  refine ⟨integrableOn_Ioi_deriv_of_nonneg hcont.continuousWithinAt hderiv hnn hlim, ?_⟩
  rw [integral_Ioi_of_hasDerivAt_of_nonneg hcont.continuousWithinAt hderiv hnn hlim]
  simp only [arctanProfile, zero_div, Real.arctan_zero, mul_zero, sub_zero]
  field_simp
```

`Set.Ioi 0` is the half-line q > 0, and ∧ means "and". The theorem has two parts: the density is integrable there, and

−∫₀^∞ |g|² · q²/(2π²) / (w + q²/(2m)) dq = −αw.

The first part matters because Lean assigns the value 0 to the integral of a non-integrable function; integrability ensures that −αw is the value of a convergent integral.

By hand, the antiderivative is 0 at q = 0 and tends to (2αw/π)(π/2) = αw as q → ∞. The difference is the energy lowering αw.

The proof collects the same ingredients. `hcont` gives continuity of the antiderivative down to q = 0, `hderiv` its derivative for q > 0, `hnn` the non-negative sign of the density, and `hlim` the limit at infinity. A non-negative derivative whose antiderivative has a finite limit is integrable, which settles the first part. The fundamental theorem of calculus on the half-line then gives the value.

For m = 1/2 and w = 1 one has α = c/2, and the shift is −c/2, as in the opening example.

```lean
/-- For `m, w, c > 0`, phonons with momentum up to a cutoff `Q ≥ 0` lower the energy by
`(2αw/π) arctan (Q/k)`, where `k = √(2mw)`. -/
theorem polaron_shift_cutoff {m w c Q : ℝ} (hm : 0 < m) (hw : 0 < w) (hc : 0 < c)
    (hQ : 0 ≤ Q) :
    ∫ q in (0 : ℝ)..Q, shiftDensity m w c w q =
      2 * alpha m w c * w / π * Real.arctan (Q / phononMomentum m w) := by
  have hcont : Continuous (arctanProfile m w c) :=
    continuous_const.mul (Real.continuous_arctan.comp (continuous_id.div_const _))
  have hint : IntervalIntegrable (shiftDensity m w c w) volume 0 Q :=
    (intervalIntegrable_iff_integrableOn_Ioc_of_le hQ).mpr
      ((polaron_shift hm hw hc).1.mono_set Set.Ioc_subset_Ioi_self)
  rw [intervalIntegral.integral_eq_sub_of_hasDerivAt_of_le hQ hcont.continuousOn
    (fun q hq => hasDerivAt_arctanProfile c hm hw hq.1) hint]
  simp only [arctanProfile, zero_div, Real.arctan_zero, mul_zero, sub_zero]
```

With a momentum cutoff Q ≥ 0 the same antiderivative gives

∫₀^Q (density with Ω = w) dq = (2αw/π) arctan(Q/k).

At Q = k the arctangent is π/4, so phonons with momentum below k supply half of the full lowering. The proof takes integrability on (0, Q] from the previous theorem, through `mono_set`, and subtracts the values of the antiderivative at the two ends.

## The adiabatic integral

```lean
/-- For `m > 0` and `0 < d ≤ Q` the adiabatic integral over momenta in `[d, Q]` is
`(2mwc/π) (1/d - 1/Q)`. -/
theorem adiabatic_integral {m d Q : ℝ} (w c : ℝ) (hm : 0 < m) (hd : 0 < d) (hdQ : d ≤ Q) :
    ∫ q in d..Q, shiftDensity m w c 0 q = 2 * m * w * c / π * (d⁻¹ - Q⁻¹) := by
  have hπ := Real.pi_ne_zero
  have hpos : ∀ q ∈ Set.uIcc d Q, 0 < q := by
    intro q hq
    rw [Set.uIcc_of_le hdQ] at hq
    exact hd.trans_le hq.1
  have hcong : Set.EqOn (shiftDensity m w c 0)
      (fun q => 2 * m * w * c / π * (q ^ 2)⁻¹) (Set.uIcc d Q) := by
    intro q hq
    have hq0 := (hpos q hq).ne'
    change shiftDensity m w c 0 q = 2 * m * w * c / π * (q ^ 2)⁻¹
    rw [shiftDensity_eq w c hm le_rfl hq0, mul_zero, zero_add, ← div_div, div_eq_mul_inv _ (q ^ 2)]
  rw [intervalIntegral.integral_congr hcong]
  -- the antiderivative of 1/q² is -1/q
  have hderiv : ∀ q ∈ Set.uIcc d Q, HasDerivAt (fun q : ℝ => -(2 * m * w * c / π) * q⁻¹)
      (2 * m * w * c / π * (q ^ 2)⁻¹) q := by
    intro q hq
    have h := (hasDerivAt_inv (hpos q hq).ne').const_mul (-(2 * m * w * c / π))
    exact h.congr_deriv (by ring)
  have hcont : ContinuousOn (fun q : ℝ => (q ^ 2)⁻¹) (Set.uIcc d Q) :=
    (continuous_pow 2).continuousOn.inv₀ (fun q hq => pow_ne_zero 2 (hpos q hq).ne')
  have hint : IntervalIntegrable (fun q : ℝ => 2 * m * w * c / π * (q ^ 2)⁻¹) volume d Q :=
    hcont.intervalIntegrable.const_mul (2 * m * w * c / π)
  rw [intervalIntegral.integral_eq_sub_of_hasDerivAt hderiv hint]
  ring
```

With Ω = 0 the density is 2mwc/(πq²). An antiderivative of 1/q² is −1/q, so for 0 < d ≤ Q

∫_d^Q 2mwc/(πq²) dq = (2mwc/π)(1/d − 1/Q).

In the code, `d⁻¹` is 1/d. The step `hcong` replaces the density by its simplified form on the interval, where `hpos` guarantees q > 0. Then `hderiv` supplies the antiderivative and `hint` the integrability, and the fundamental theorem gives the difference.

```lean
/-- For `m, w, c, Q > 0` the adiabatic integral over `[d, Q]` diverges like `1/d` as `d → 0⁺`:
it tends to infinity, and its product with `d` tends to `2mwc/π`. -/
theorem adiabatic_divergence {m w c Q : ℝ} (hm : 0 < m) (hw : 0 < w) (hc : 0 < c)
    (hQ : 0 < Q) :
    Tendsto (fun d => ∫ q in d..Q, shiftDensity m w c 0 q) (𝓝[>] 0) atTop ∧
      Tendsto (fun d => d * ∫ q in d..Q, shiftDensity m w c 0 q) (𝓝[>] 0)
        (𝓝 (2 * m * w * c / π)) := by
  have hA : 0 < 2 * m * w * c / π := by positivity
  constructor
  · have h : Tendsto (fun d : ℝ => 2 * m * w * c / π * (d⁻¹ + -Q⁻¹)) (𝓝[>] 0) atTop :=
      (tendsto_atTop_add_const_right _ _ tendsto_inv_nhdsGT_zero).const_mul_atTop hA
    refine h.congr' ?_
    filter_upwards [Ioc_mem_nhdsGT hQ] with d hd
    rw [adiabatic_integral w c hm hd.1 hd.2, sub_eq_add_neg]
  · have hcont : Continuous (fun d : ℝ => 2 * m * w * c / π * (1 - d * Q⁻¹)) := by
      fun_prop
    have h := (hcont.tendsto 0).mono_left (nhdsWithin_le_nhds (s := Set.Ioi 0))
    simp only [zero_mul, sub_zero, mul_one] at h
    refine h.congr' ?_
    filter_upwards [Ioc_mem_nhdsGT hQ] with d hd
    have hd0 : d * d⁻¹ = 1 := mul_inv_cancel₀ hd.1.ne'
    rw [adiabatic_integral w c hm hd.1 hd.2]
    linear_combination (-(2 * m * w * c / π)) * hd0
```

`Tendsto` expresses a limit. The symbol `𝓝[>] 0` means that d approaches 0 from above, and `atTop` means that the values tend to +∞. Writing I(d) for the adiabatic integral over [d, Q], the theorem says

I(d) → ∞ and d · I(d) → 2mwc/π as d → 0⁺.

The second limit is positive, and this is the precise sense in which I(d) diverges like 1/d. The coefficient does not depend on the upper limit Q.

By hand, 1/d − 1/Q tends to infinity and is multiplied by a positive constant, which gives the first limit. For the second,

d · I(d) = (2mwc/π)(1 − d/Q) → 2mwc/π.

The proof establishes each limit for the explicit formula and carries it over to the integral with `congr'`. This is permitted because the two agree once 0 < d ≤ Q, and `filter_upwards` selects exactly those d.

```lean
/-- For `m, w, c, Q > 0` the adiabatic density is not integrable over momenta in `(0, Q]`. -/
theorem adiabatic_not_integrable {m w c Q : ℝ} (hm : 0 < m) (hw : 0 < w) (hc : 0 < c)
    (hQ : 0 < Q) : ¬ IntegrableOn (shiftDensity m w c 0) (Set.Ioc 0 Q) := by
  intro hint
  have hnn : ∀ q, 0 ≤ shiftDensity m w c 0 q := by
    intro q
    unfold shiftDensity couplingSq radialWeight
    positivity
  -- a finite total would bound all the integrals over [d, Q]
  obtain ⟨d, hlarge, hd⟩ := (((adiabatic_divergence hm hw hc hQ).1.eventually_gt_atTop
    (∫ q in Set.Ioc 0 Q, shiftDensity m w c 0 q)).and (Ioc_mem_nhdsGT hQ)).exists
  rw [intervalIntegral.integral_of_le hd.2] at hlarge
  exact not_le_of_gt hlarge (setIntegral_mono_set hint (Eventually.of_forall hnn)
    (Set.Ioc_subset_Ioc_left hd.1.le).eventuallyLE)

end

end FrohlichPolaronShift
```

`Set.Ioc 0 Q` is the interval 0 < q ≤ Q, and ¬ means "not". The adiabatic density has no finite integral there, however small Q is.

The argument is by contradiction. Suppose the total T over (0, Q] were finite. The density is nowhere negative, so the part from d to Q could not exceed T. By the previous theorem, however, some d in (0, Q] gives I(d) > T. In the proof, `hint` is the assumption to be refuted, `obtain` picks such a d, and `setIntegral_mono_set` states that the part is at most the whole.

The result bears on calculations of how lattice vibrations shift band edges: for one parabolic band coupled to one dispersionless polar phonon, in second order, neglecting the phonon energy in the denominator leaves no finite shift. In such a calculation, if no broadening is added to the denominator, a finer momentum grid that reaches smaller q should be expected to give ever larger values instead of converging.

```lean
#print axioms FrohlichPolaronShift.polaron_shift
#print axioms FrohlichPolaronShift.polaron_shift_cutoff
#print axioms FrohlichPolaronShift.adiabatic_not_integrable
```

```
'FrohlichPolaronShift.polaron_shift' depends on axioms: [propext, Classical.choice, Quot.sound]
'FrohlichPolaronShift.polaron_shift_cutoff' depends on axioms: [propext, Classical.choice, Quot.sound]
'FrohlichPolaronShift.adiabatic_not_integrable' depends on axioms: [propext, Classical.choice, Quot.sound]
```
